# A coherent correction that keeps a thermal state stationary under balanced nonsecular jumps

## States, jumps and generators

Let a system in contact with a heat bath have finitely many levels $i$, with equilibrium populations proportional to $s_i^2$, where $s_i>0$. In a nonsecular master equation one jump operator may contain transitions of several frequencies. The dissipator can then create coherences between levels even when it acts on the equilibrium state, so that this state is no longer stationary. The problem is to find a Hamiltonian term that compensates for this.

Operators are complex matrices in the energy basis, with $\hbar=1$ and with the rates absorbed into the jumps. The type `n` labels the levels and `κ` labels a finite family of jumps $L_k$; a single jump is the case of one label.

```lean
import Mathlib

open Matrix
open Complex (I)

namespace NonsecularLindblad

noncomputable section

variable {n κ : Type*} [Fintype n] [DecidableEq n] [Fintype κ]
```

The matrix $S=\mathrm{diag}(s_i)$ is the square root of the state when the $s_i$ are positive.

```lean
/-- The diagonal matrix `S` with real entries `s i`. -/
def rootState (s : n → ℝ) : Matrix n n ℂ := diagonal fun i => (s i : ℂ)
```

The state itself is $\sigma=S^2=\mathrm{diag}(s_i^2)$. It is unnormalised, and the density matrix is $\sigma/\sum_i s_i^2$. Since the generator is linear, stationarity is the same for both. Despite the name `thermalState`, the weights need not be Boltzmann weights.

```lean
/-- The unnormalised diagonal state with populations `s i ^ 2`. -/
def thermalState (s : n → ℝ) : Matrix n n ℂ := diagonal fun i => ((s i ^ 2 : ℝ) : ℂ)
```

The total decay operator is $M=\sum_k L_k^\dagger L_k$. Lean writes `ᴴ` for the dagger.

```lean
/-- The total decay operator `M = ∑ L†L` of a family of jumps. -/
def decayOp (L : κ → Matrix n n ℂ) : Matrix n n ℂ := ∑ k, (L k)ᴴ * L k
```

The dissipator is $D(\rho)=\sum_k L_k\rho L_k^\dagger-\tfrac12(M\rho+\rho M)$.

```lean
/-- The Lindblad dissipator `∑ L ρ L† - (M ρ + ρ M) / 2`. -/
def dissipator (L : κ → Matrix n n ℂ) (ρ : Matrix n n ℂ) : Matrix n n ℂ :=
  ∑ k, L k * ρ * (L k)ᴴ - (1 / 2 : ℂ) • (decayOp L * ρ + ρ * decayOp L)
```

With a Hamiltonian $H$, the generator for states is $\mathcal L_H(\rho)=-i[H,\rho]+D(\rho)$.

```lean
/-- The Lindblad generator `-i[H, ρ] + D(ρ)` acting on states. -/
def lindblad (H : Matrix n n ℂ) (L : κ → Matrix n n ℂ) (ρ : Matrix n n ℂ) :
    Matrix n n ℂ :=
  (-I) • (H * ρ - ρ * H) + dissipator L ρ
```

Its Heisenberg counterpart acts on an observable $X$ as $\mathcal L_H^*(X)=i[H,X]+\sum_k L_k^\dagger XL_k-\tfrac12(MX+XM)$.

```lean
/-- The Heisenberg-picture generator `i[H, X] + ∑ L† X L - (M X + X M) / 2`
acting on observables. -/
def heisenberg (H : Matrix n n ℂ) (L : κ → Matrix n n ℂ) (X : Matrix n n ℂ) :
    Matrix n n ℂ :=
  I • (H * X - X * H) +
    (∑ k, (L k)ᴴ * X * L k - (1 / 2 : ℂ) • (decayOp L * X + X * decayOp L))
```

Each jump is assumed to satisfy $L_{ij}s_j=s_i\overline{L_{ji}}$. Taking squared moduli gives $|L_{ij}|^2s_j^2=|L_{ji}|^2s_i^2$: in equilibrium, the flow from $j$ to $i$ equals the flow back. The condition stands for a bath that is itself in equilibrium, and it also fixes the relative phase of the two amplitudes. Separate jumps $L_\downarrow$ for emission and $L_\uparrow$ for absorption do not satisfy it one by one. If $L_\downarrow S=SL_\uparrow^\dagger$, however, the combinations $(L_\downarrow+L_\uparrow)/\sqrt2$ and $i(L_\downarrow-L_\uparrow)/\sqrt2$ do, and they give the same dissipator. It is postulated here; that a given microscopic bath produces such jumps, together with the Hamiltonian term defined next, has to be established separately.

```lean
/-- The balance relation `L_ij s_j = s_i conj(L_ji)` for every jump of the family. -/
def ThermallyBalanced (s : n → ℝ) (L : κ → Matrix n n ℂ) : Prop :=
  ∀ k i j, L k i j * (s j : ℂ) = (s i : ℂ) * star (L k j i)
```

The proposed Hamiltonian term is
$$G_{ij}=\frac i2M_{ij}\frac{s_j-s_i}{s_i+s_j}.$$

```lean
/-- The coherent correction `G_ij = (i/2) M_ij (s_j - s_i) / (s_i + s_j)`,
meant for positive `s`. -/
def coherentCorrection (s : n → ℝ) (L : κ → Matrix n n ℂ) : Matrix n n ℂ :=
  Matrix.of fun i j => I / 2 * decayOp L i j * (((s j - s i) / (s i + s j) : ℝ) : ℂ)
```

For levels $E_i$ at inverse temperature $\beta$, the Boltzmann choice is $s_i=e^{-\beta E_i/2}$.

```lean
/-- The square roots `exp(-β E_i / 2)` of the Boltzmann weights. -/
def gibbsRoot (β : ℝ) (E : n → ℝ) : n → ℝ := fun i => Real.exp (-(β * E i) / 2)
```

## The correction is a Hamiltonian

Exchanging $i$ and $j$ reverses the sign of $(s_j-s_i)/(s_i+s_j)$, and conjugation reverses the sign of $i/2$. Since $M$ is Hermitian, $\overline{M_{ji}}=M_{ij}$, so the two signs cancel and $\overline{G_{ji}}=G_{ij}$. In the proof these facts are `hr`, `hI` and `hM`. The balance condition is not used.

```lean
omit [DecidableEq n] in
/-- The coherent correction is Hermitian. -/
theorem coherentCorrection_isHermitian (s : n → ℝ) (L : κ → Matrix n n ℂ) :
    (coherentCorrection s L).IsHermitian := by
  have hMM : (decayOp L)ᴴ = decayOp L := by
    simp [decayOp, conjTranspose_sum, conjTranspose_mul]
  refine Matrix.IsHermitian.ext fun i j => ?_
  have hM : star (decayOp L j i) = decayOp L i j := congrFun (congrFun hMM i) j
  have hI : star (I / 2) = -(I / 2) := by simp [neg_div]
  have hR : ∀ r : ℝ, star (r : ℂ) = (r : ℂ) := Complex.conj_ofReal
  -- the thermal factor is odd under exchange of the two levels
  have hr : (s i - s j) / (s j + s i) = -((s j - s i) / (s i + s j)) := by
    rw [add_comm (s j) (s i), ← neg_div, neg_sub]
  simp only [coherentCorrection, Matrix.of_apply, star_mul', hI, hM, hR]
  rw [hr, Complex.ofReal_neg]
  ring
```

For positive $s$ the denominator is nonzero, and multiplying by it gives the equation used from here on:
$$G_{ij}(s_i+s_j)=\tfrac i2M_{ij}(s_j-s_i).$$

```lean
omit [DecidableEq n] in
/-- For positive `s`, the correction solves `G_ij (s_i + s_j) = (i/2) M_ij (s_j - s_i)`. -/
theorem coherentCorrection_mul {s : n → ℝ} (hs : ∀ i, 0 < s i)
    (L : κ → Matrix n n ℂ) (i j : n) :
    coherentCorrection s L i j * ((s i : ℂ) + s j) =
      I / 2 * decayOp L i j * ((s j : ℂ) - s i) := by
  have h : (s i : ℂ) + s j ≠ 0 := by exact_mod_cast (add_pos (hs i) (hs j)).ne'
  simp only [coherentCorrection, Matrix.of_apply]
  push_cast
  rw [mul_assoc, div_mul_cancel₀ _ h]
```

## What the dissipator does to the thermal state

In matrix form the balance condition reads $LS=SL^\dagger$. For any matrix $X$ it can be applied on both sides of the jump term:
$$L(SXS)L^\dagger=(LS)X(SL^\dagger)=(SL^\dagger)X(LS)=S(L^\dagger XL)S.$$
Summing over the jumps gives the next lemma, whose `calc` block contains the same chain of equalities.

```lean
/-- For balanced jumps, the jump term acting on `S X S` equals its Heisenberg
counterpart acting on `X`, placed between two factors `S`. -/
theorem jump_sandwich {s : n → ℝ} {L : κ → Matrix n n ℂ}
    (hL : ThermallyBalanced s L) (X : Matrix n n ℂ) :
    ∑ k, L k * (rootState s * X * rootState s) * (L k)ᴴ =
      rootState s * (∑ k, (L k)ᴴ * X * L k) * rootState s := by
  rw [Finset.mul_sum, Finset.sum_mul]
  refine Finset.sum_congr rfl fun k _ => ?_
  -- the balance relation in matrix form
  have h : L k * rootState s = rootState s * (L k)ᴴ := by
    ext i j
    simp only [rootState, mul_diagonal, diagonal_mul, conjTranspose_apply]
    exact hL k i j
  calc L k * (rootState s * X * rootState s) * (L k)ᴴ
      = (L k * rootState s) * X * (rootState s * (L k)ᴴ) := by
        simp only [Matrix.mul_assoc]
    _ = (rootState s * (L k)ᴴ) * X * (L k * rootState s) := by rw [h]
    _ = rootState s * ((L k)ᴴ * X * L k) * rootState s := by
        simp only [Matrix.mul_assoc]
```

At $X=1$ the jump term becomes $\sum_kL_k\sigma L_k^\dagger=SMS$, with entries $s_iM_{ij}s_j$. Therefore
$$D(\sigma)_{ij}=M_{ij}\left(s_is_j-\tfrac12s_i^2-\tfrac12s_j^2\right)=-\tfrac12M_{ij}(s_i-s_j)^2.$$
At $\sigma$ the rate of change of every population is zero, while a coherence is driven wherever $M_{ij}\neq0$ and $s_i\neq s_j$.

```lean
/-- For balanced jumps, the dissipator alone drives the diagonal state by
`-M_ij (s_i - s_j)² / 2`. -/
theorem dissipator_thermal_apply {s : n → ℝ} {L : κ → Matrix n n ℂ}
    (hL : ThermallyBalanced s L) (i j : n) :
    dissipator L (thermalState s) i j =
      -(1 / 2) * decayOp L i j * ((s i : ℂ) - s j) ^ 2 := by
  have hroot : rootState s * rootState s = thermalState s := by
    simp [rootState, thermalState, diagonal_mul_diagonal, pow_two]
  have h := jump_sandwich hL 1
  simp only [Matrix.mul_one, hroot] at h
  rw [dissipator, h, ← decayOp]
  simp only [thermalState, rootState, Matrix.sub_apply, Matrix.smul_apply,
    Matrix.add_apply, mul_diagonal, diagonal_mul, smul_eq_mul, Complex.ofReal_pow]
  ring
```

## Which Hamiltonians restore stationarity

For an arbitrary matrix $K$ in the place of the Hamiltonian, the commutator contributes
$$-i[K,\sigma]_{ij}=-iK_{ij}(s_j^2-s_i^2)=-iK_{ij}(s_j-s_i)(s_i+s_j).$$
At $K=G$ this equals $+\tfrac12M_{ij}(s_j-s_i)^2$, which cancels the dissipator. For general $K$ what remains is
$$\mathcal L_K(\sigma)_{ij}=-i(s_j-s_i)(s_i+s_j)(K_{ij}-G_{ij}).$$
This vanishes for all $i,j$ exactly when $K_{ij}=G_{ij}$ wherever $s_i\neq s_j$. Between levels of equal population, and on the diagonal, $K$ is free.

The formula for the remainder is `res`, obtained by `linear_combination` from the equation for $G$ and $i^2=-1$. The forward direction divides by the nonzero factors; the converse treats equal and unequal populations separately.

```lean
/-- For positive `s` and balanced jumps, a Hamiltonian `K` makes the diagonal state
stationary exactly when `K` agrees with the coherent correction between all levels
of different population. -/
theorem stationary_iff {s : n → ℝ} (hs : ∀ i, 0 < s i) {L : κ → Matrix n n ℂ}
    (hL : ThermallyBalanced s L) (K : Matrix n n ℂ) :
    lindblad K L (thermalState s) = 0 ↔
      ∀ i j, s i ≠ s j → K i j = coherentCorrection s L i j := by
  -- what remains is proportional to the deviation of K from G
  have res : ∀ i j, lindblad K L (thermalState s) i j =
      -I * ((s j : ℂ) - s i) * ((s i : ℂ) + s j) *
        (K i j - coherentCorrection s L i j) := by
    intro i j
    simp only [lindblad, Matrix.add_apply, Matrix.smul_apply, Matrix.sub_apply,
      smul_eq_mul]
    rw [dissipator_thermal_apply hL]
    simp only [thermalState, mul_diagonal, diagonal_mul, Complex.ofReal_pow]
    linear_combination (-I * ((s j : ℂ) - s i)) * coherentCorrection_mul hs L i j -
      (1 / 2 * decayOp L i j * ((s j : ℂ) - s i) ^ 2) * Complex.I_sq
  constructor
  · intro h i j hij
    have h0 : lindblad K L (thermalState s) i j = 0 := congrFun (congrFun h i) j
    rw [res] at h0
    have h1 : (s j : ℂ) - s i ≠ 0 := sub_ne_zero.mpr (by exact_mod_cast hij.symm)
    have h2 : (s i : ℂ) + s j ≠ 0 := by exact_mod_cast (add_pos (hs i) (hs j)).ne'
    exact sub_eq_zero.mp ((mul_eq_zero.mp h0).resolve_left
      (mul_ne_zero (mul_ne_zero (neg_ne_zero.mpr Complex.I_ne_zero) h1) h2))
  · intro h
    ext i j
    rw [res]
    by_cases hij : s i = s j
    · simp [hij]
    · simp [h i j hij]
```

The level Hamiltonian $\mathrm{diag}(E_i)$ has no off-diagonal entries, so adding it to $G$ leaves the criterion satisfied:
$$\mathcal L_{\mathrm{diag}(E)+G}(\sigma)=0.$$
The theorem holds for any real $E_i$, whether or not they are related to the $s_i$. It states stationarity, not that other initial states relax to $\sigma$.

```lean
/-- For positive `s` and balanced jumps, the Lindblad equation with level Hamiltonian
`diag(E)` plus the coherent correction leaves the state `diag(s_i²)` stationary. -/
theorem thermal_stationary {s : n → ℝ} (hs : ∀ i, 0 < s i) {L : κ → Matrix n n ℂ}
    (hL : ThermallyBalanced s L) (E : n → ℝ) :
    lindblad (diagonal (fun i => (E i : ℂ)) + coherentCorrection s L) L
      (thermalState s) = 0 := by
  refine (stationary_iff hs hL _).2 fun i j hij => ?_
  have hne : i ≠ j := fun e => hij (by rw [e])
  rw [Matrix.add_apply, diagonal_apply_ne _ hne, zero_add]
```

With no condition on the jumps, the conclusion fails. Take two levels, $0$ and $1$, and one jump whose only nonzero entry is $L_{01}=1$, which is pure decay from $1$ to $0$. Then $M=\mathrm{diag}(0,1)$, so $G=0$, while $D(\sigma)=\mathrm{diag}(s_1^2,-s_1^2)\neq0$. No Hamiltonian can repair this, because a commutator with the diagonal matrix $\sigma$ has zero diagonal.

## Detailed balance with the correction alone

Put $A=\tfrac12M+iG$, so that $A^\dagger=\tfrac12M-iG$. The two generators become
$$\mathcal L_G(\rho)=\sum_kL_k\rho L_k^\dagger-A\rho-\rho A^\dagger,\qquad \mathcal L_G^*(X)=\sum_kL_k^\dagger XL_k-A^\dagger X-XA.$$
The equation for $G$ gives $iG_{ij}(s_i+s_j)=\tfrac12M_{ij}(s_i-s_j)$, which is the entrywise form of $AS=SA^\dagger$. Hence $A(SXS)=S(A^\dagger X)S$ and $(SXS)A^\dagger=S(XA)S$. Together with the identity for the jump term,
$$\mathcal L_G(SXS)=S\,\mathcal L_G^*(X)\,S.$$
This is quantum detailed balance in the form that places $\sqrt\sigma$ on each side of the observable. The Hamiltonian here is $G$ alone, without $\mathrm{diag}(E_i)$.

In the proof, `hc` is $AS=SA^\dagger$, and `e1` and `e2` are its products with $XS$ on the right and $SX$ on the left.

```lean
/-- For positive `s` and balanced jumps, the generator with the coherent correction as
its Hamiltonian obeys quantum detailed balance: acting on `S X S` it gives `S Y S`,
where `Y` is the Heisenberg generator applied to `X`. -/
theorem detailed_balance {s : n → ℝ} (hs : ∀ i, 0 < s i) {L : κ → Matrix n n ℂ}
    (hL : ThermallyBalanced s L) (X : Matrix n n ℂ) :
    lindblad (coherentCorrection s L) L (rootState s * X * rootState s) =
      rootState s * heisenberg (coherentCorrection s L) L X * rootState s := by
  -- the correction balances the non-Hermitian drift
  have hc : ((1 / 2 : ℂ) • decayOp L + I • coherentCorrection s L) * rootState s =
      rootState s * ((1 / 2 : ℂ) • decayOp L - I • coherentCorrection s L) := by
    ext i j
    simp only [rootState, mul_diagonal, diagonal_mul, Matrix.add_apply,
      Matrix.sub_apply, Matrix.smul_apply, smul_eq_mul]
    linear_combination I * coherentCorrection_mul hs L i j +
      (1 / 2 * decayOp L i j * ((s j : ℂ) - s i)) * Complex.I_sq
  have e1 := congrArg (fun Y => Y * (X * rootState s)) hc
  have e2 := congrArg (fun Y => rootState s * X * Y) hc
  rw [lindblad, dissipator, heisenberg, jump_sandwich hL]
  simp only [Matrix.add_mul, Matrix.mul_add, Matrix.sub_mul, Matrix.mul_sub,
    Matrix.smul_mul, Matrix.mul_smul, Matrix.mul_assoc] at e1 e2 ⊢
  linear_combination (norm := module) e2 - e1
```

## Boltzmann weights and a computation

For $s_i=e^{-\beta E_i/2}$, take the common factor $e^{-\beta(E_i+E_j)/4}$ out of numerator and denominator:
$$\frac{s_j-s_i}{s_i+s_j}=\frac{e^{\beta(E_i-E_j)/4}-e^{-\beta(E_i-E_j)/4}}{e^{\beta(E_i-E_j)/4}+e^{-\beta(E_i-E_j)/4}}=\tanh\frac{\beta(E_i-E_j)}4.$$
The factorisations of $s_j$ and $s_i$ are `h1` and `h2`.

```lean
omit [DecidableEq n] in
/-- For Boltzmann weights the coherent correction is
`G_ij = (i/2) M_ij tanh(β (E_i - E_j) / 4)`. -/
theorem gibbs_correction (β : ℝ) (E : n → ℝ) (L : κ → Matrix n n ℂ) (i j : n) :
    coherentCorrection (gibbsRoot β E) L i j =
      I / 2 * decayOp L i j * ((Real.tanh (β * (E i - E j) / 4) : ℝ) : ℂ) := by
  have h1 : Real.exp (-(β * E j) / 2) =
      Real.exp (-(β * (E i + E j)) / 4) * Real.exp (β * (E i - E j) / 4) := by
    rw [← Real.exp_add]
    congr 1
    ring
  have h2 : Real.exp (-(β * E i) / 2) =
      Real.exp (-(β * (E i + E j)) / 4) * Real.exp (-(β * (E i - E j) / 4)) := by
    rw [← Real.exp_add]
    congr 1
    ring
  simp only [coherentCorrection, Matrix.of_apply, gibbsRoot]
  congr 2
  rw [Real.tanh_eq_sinh_div_cosh, Real.sinh_eq, Real.cosh_eq, h1, h2,
    div_eq_div_iff (by positivity) (by positivity)]
  ring
```

In a calculation with a finite set of levels and a time-independent generator, one can start from a Hermitian matrix $C$ in the energy basis and set $L_{ij}=e^{-\beta(E_i-E_j)/4}C_{ij}$. Here $C_{ij}$ is the matrix element of the system's coupling operator times a real factor that describes the strength of the bath at the transition frequency and depends only on $|E_i-E_j|$. Both sides of the balance condition then equal $e^{-\beta(E_i+E_j)/4}C_{ij}$. One matrix product gives $M=L^\dagger L$, and multiplying each entry by $\tfrac i2\tanh(\beta(E_i-E_j)/4)$ gives the matrix $G$ to add to the level Hamiltonian before propagating the density matrix.

## A qubit that needs the correction

Take $s=(2,1)$ and
$$L=\begin{pmatrix}1&2\\1&1\end{pmatrix},\qquad M=L^\dagger L=\begin{pmatrix}2&3\\3&5\end{pmatrix}.$$
The jump is balanced, since $L_{01}s_1=2=s_0\overline{L_{10}}$ and the diagonal entries are real. For $\sigma=\mathrm{diag}(4,1)$ the dissipator gives $D(\sigma)_{01}=-\tfrac32$; for the normalised state $\mathrm{diag}(\tfrac45,\tfrac15)$ the value is $-\tfrac3{10}$. The balance condition therefore does not by itself make the state stationary under the dissipator. The compensating Hamiltonian has $G_{01}=-\tfrac i2$ and $G_{10}=\tfrac i2$, which is half the Pauli matrix $\sigma_y$.

The proof checks the four balance relations and then evaluates the $(0,1)$ entry with the dissipator formula.

```lean
/-- The qubit jump with rows `(1, 2)` and `(1, 1)` is balanced for `s = (2, 1)`, and
its dissipator alone does not preserve the state `diag(4, 1)`. -/
theorem thermallyBalanced_witness :
    ThermallyBalanced (![2, 1] : Fin 2 → ℝ)
      (fun _ : Unit => (!![1, 2; 1, 1] : Matrix (Fin 2) (Fin 2) ℂ)) ∧
    dissipator (fun _ : Unit => (!![1, 2; 1, 1] : Matrix (Fin 2) (Fin 2) ℂ))
      (thermalState (![2, 1] : Fin 2 → ℝ)) ≠ 0 := by
  have hb : ThermallyBalanced (![2, 1] : Fin 2 → ℝ)
      (fun _ : Unit => (!![1, 2; 1, 1] : Matrix (Fin 2) (Fin 2) ℂ)) := by
    intro k i j
    fin_cases i <;> fin_cases j <;> simp
  refine ⟨hb, fun h => ?_⟩
  -- the coherence between the two levels is driven away from zero
  have h01 := congrFun (congrFun h 0) 1
  rw [dissipator_thermal_apply hb] at h01
  norm_num [decayOp, Matrix.mul_apply, Fin.sum_univ_two] at h01

end

end NonsecularLindblad
```

```lean
#print axioms NonsecularLindblad.coherentCorrection_isHermitian
#print axioms NonsecularLindblad.thermal_stationary
#print axioms NonsecularLindblad.detailed_balance
#print axioms NonsecularLindblad.gibbs_correction
```

```
'NonsecularLindblad.coherentCorrection_isHermitian' depends on axioms: [propext, Classical.choice, Quot.sound]
'NonsecularLindblad.thermal_stationary' depends on axioms: [propext, Classical.choice, Quot.sound]
'NonsecularLindblad.detailed_balance' depends on axioms: [propext, Classical.choice, Quot.sound]
'NonsecularLindblad.gibbs_correction' depends on axioms: [propext, Classical.choice, Quot.sound]
```
